# Error bound for the iteratively refined inverse of a Slater matrix with small initial residual

A Slater matrix holds the values of single-particle orbitals at the particle positions, and `inverse_error_le` concerns an approximate inverse of it, improved by repeated sweeps X ↦ X(2 − AX) in exact arithmetic. In the formal statement A is any finite square complex matrix, with no orbitals or normalisation specified, and the norm is the largest absolute row sum. If the initial residual 1 − AX₀ has norm below one, then A is invertible, and after n sweeps the error is at most ‖A⁻¹‖ times the 2ⁿ-th power of that norm. The attempt first derives the invertibility of AX₀, and hence of A, from a general lemma on elements close to one, then writes the error as A⁻¹ times the residual after n sweeps.

In Lean, a first try:

```lean
import Mathlib

open Matrix Filter Topology

namespace SlaterInverseRefinement

section Algebra

variable {ι R : Type*} [Fintype ι] [DecidableEq ι] [CommRing R]

/-- One refinement sweep for an approximate inverse `X` of the Slater matrix `A`. -/
def refineInverse (A X : Matrix ι ι R) : Matrix ι ι R :=
  X * (2 - A * X)

/-- The approximate inverse after a given number of sweeps, starting from the stored
matrix `X₀`. -/
def refined (A X₀ : Matrix ι ι R) : ℕ → Matrix ι ι R
  | 0 => X₀
  | n + 1 => refineInverse A (refined A X₀ n)

/-- One sweep squares the residual `1 - A X`. -/
theorem residual_refineInverse (A X : Matrix ι ι R) :
    1 - A * refineInverse A X = (1 - A * X) ^ 2 := by
  have h2 : (2 : Matrix ι ι R) = 1 + 1 := one_add_one_eq_two.symm
  rw [refineInverse, h2, pow_two]
  noncomm_ring

/-- After `n` sweeps the residual of the refined inverse is the initial residual raised to
the power `2 ^ n`. -/
theorem residual_refined (A X₀ : Matrix ι ι R) (n : ℕ) :
    1 - A * refined A X₀ n = (1 - A * X₀) ^ (2 ^ n) := by
  induction n with
  | zero => simp [refined]
  | succ n ih =>
    -- the new residual is the square of the old one, so the exponent doubles
    rw [refined, residual_refineInverse, ih, ← pow_mul, ← pow_succ]

end Algebra

section Convergence

variable {ι : Type*} [Fintype ι] [DecidableEq ι]

attribute [local instance] Matrix.linftyOpNormedRing

/-- If the initial residual of a complex Slater matrix has norm below one (largest absolute row
sum), then the Slater matrix is invertible and the error of the refined inverse is bounded by
`‖A⁻¹‖` times the `2 ^ n`-th power of that norm. -/
theorem inverse_error_le (A X₀ : Matrix ι ι ℂ) (h : ‖1 - A * X₀‖ < 1) (n : ℕ) :
    IsUnit A.det ∧
      ‖A⁻¹ - refined A X₀ n‖ ≤ ‖A⁻¹‖ * ‖1 - A * X₀‖ ^ (2 ^ n) := by
  -- a small residual makes `A * X₀` invertible, hence also `A`
  have hprod : IsUnit (A * X₀) := by
    have h1 := isUnit_one_sub_of_norm_lt_one h
    rwa [sub_sub_cancel] at h1
  have hdet : IsUnit A.det := by
    have h2 := (Matrix.isUnit_iff_isUnit_det (A * X₀)).mp hprod
    rw [Matrix.det_mul] at h2
    exact isUnit_of_mul_isUnit_left h2
  refine ⟨hdet, ?_⟩
  -- the error is the exact inverse times the residual
  have herr : A⁻¹ - refined A X₀ n = A⁻¹ * (1 - A * X₀) ^ (2 ^ n) := by
    rw [← residual_refined, mul_sub, mul_one, ← mul_assoc,
      Matrix.nonsing_inv_mul A hdet, one_mul]
  rw [herr]
  exact (norm_mul_le _ _).trans
    (mul_le_mul_of_nonneg_left (norm_pow_le' _ (by positivity)) (norm_nonneg _))

end Convergence

end SlaterInverseRefinement
```

The compiler's answer:

```
Main.lean:54:15: error(lean.synthInstanceFailed): failed to synthesize instance of type class
  HasSummableGeomSeries (Matrix ι ι ℂ)

Hint: Type class instance resolution failures can be inspected with the `set_option trace.Meta.synthInstance true` command.
```

Diagnosis. The lemma `isUnit_one_sub_of_norm_lt_one` inverts 1 − x through the geometric series in x, so it needs the instance `HasSummableGeomSeries (Matrix ι ι ℂ)`. Lean could not synthesize it here, where the norm comes from the local instance `Matrix.linftyOpNormedRing`. The series does converge for these matrices, so the mathematics is sound; the message does not say where the instance search broke down.

The repair does without the series. In `key`, if AX₀B = 0, then (1 − AX₀)B = B, so ‖B‖ ≤ ‖1 − AX₀‖ ‖B‖. As the first factor is below one, a nonzero B is impossible. This needs only the norm's positivity on nonzero matrices and `norm_mul_le`.

The new `h2` applies this to the determinant. Were det(AX₀) zero, there would be a nonzero vector v with AX₀v = 0. Since `key` speaks of matrices, v is copied into every column of one, which must then vanish, contradicting v ≠ 0. So det(AX₀) is a unit, and the old last two lines of `hdet` give the same for det A.

The repair, with which the file compiles:

```diff
@@ -50,10 +50,23 @@
     IsUnit A.det ∧
       ‖A⁻¹ - refined A X₀ n‖ ≤ ‖A⁻¹‖ * ‖1 - A * X₀‖ ^ (2 ^ n) := by
-  -- a small residual makes `A * X₀` invertible, hence also `A`
-  have hprod : IsUnit (A * X₀) := by
-    have h1 := isUnit_one_sub_of_norm_lt_one h
-    rwa [sub_sub_cancel] at h1
+  -- a matrix annihilated by `A * X₀` is fixed by the residual, so it vanishes
+  have key : ∀ B : Matrix ι ι ℂ, A * X₀ * B = 0 → B = 0 := by
+    intro B hB
+    by_contra hne
+    have hpos : 0 < ‖B‖ := norm_pos_iff.mpr hne
+    have hfix : (1 - A * X₀) * B = B := by
+      rw [sub_mul, one_mul, hB, sub_zero]
+    have hle := norm_mul_le (1 - A * X₀) B
+    rw [hfix] at hle
+    nlinarith
+  -- hence `A * X₀` has no null vector, and `A` is invertible
   have hdet : IsUnit A.det := by
-    have h2 := (Matrix.isUnit_iff_isUnit_det (A * X₀)).mp hprod
+    have h2 : IsUnit (A * X₀).det := by
+      refine isUnit_iff_ne_zero.mpr (fun h0 => ?_)
+      obtain ⟨v, hv, hv0⟩ := Matrix.exists_mulVec_eq_zero_iff.mpr h0
+      have hB := key (Matrix.of fun i _ => v i) (by
+        ext i j
+        exact congrFun hv0 i)
+      exact hv (funext fun i => congrFun (congrFun hB i) i)
     rw [Matrix.det_mul] at h2
     exact isUnit_of_mul_isUnit_left h2
```
